# Linear mixing with 0 < a < 2/(1+K) brings the uniform mean-field iteration of an antiferromagnet to zero magnetization

A self-consistency loop with linear mixing has a mixing parameter a: the weight of the newly computed value in the next iterate, with weight 1 − a on the old one. For an Ising antiferromagnet in mean-field theory, with the same magnetization m on every site and all sites updated together, the newly computed value is −tanh(K m). Here K = z|J|/(k_B T), with z neighbours per site, temperature T, spins ±1, an energy |J| σσ′ for each pair of neighbouring spins σ and σ′ (every pair counted once), and no external field. The loop with mixing is

m_(k+1) = (1 − a) m_k − a tanh(K m_k).

Without mixing (a = 1) and with K > 1, it converges from no nonzero start. With 0 < a < 2/(1+K), it converges to 0 from every real start.

## The error bound and its use in a loop

For K ≥ 0 and a ≥ 0, every run satisfies

|m_k| ≤ q^k |m_0|, with q = max(|1 − a(1+K)|, |1 − a|).

If 0 < a < 2/(1+K), then q < 1, and the bound gives a number of steps sufficient for a chosen tolerance. Linear mixing of old and new densities is also one of the schemes used in electronic-structure calculations, but the threshold 2/(1+K) belongs to this one-variable tanh model.

Take K = 3, so the threshold is 0.5, and choose a = 0.4. Then q = max(|1 − 1.6|, |1 − 0.4|) = 0.6. From m_0 = 1:

m_1 = 0.6 · 1 − 0.4 · tanh(3) ≈ 0.202 (bound 0.6)

m_2 ≈ 0.6 · 0.202 − 0.4 · tanh(0.606) ≈ −0.095 (bound 0.36)

m_3 ≈ 0.054 (bound 0.216)

The undamped loop from the same start gives 1, −0.9951, 0.9949, and keeps changing sign.

## Contraction below the threshold, stretching above it

Since tanh = sinh/cosh, the quotient rule gives

tanh′(x) = (cosh² x − sinh² x)/cosh² x = 1 − tanh² x.

The derivative of x − tanh x is therefore tanh² x ≥ 0, so x − tanh x is nondecreasing and vanishes at 0. As tanh x has the sign of x, it lies between 0 and x, so tanh x = r x with 0 ≤ r ≤ 1. Setting x = K m and s = rK gives

tanh(K m) = s m, with 0 ≤ s ≤ K.

The number s depends on m and acts as an effective coupling. One update becomes

m_(k+1) = (1 − a − a s) m_k,

1 − a(1+K) ≤ 1 − a − a s ≤ 1 − a.

The modulus of the factor is at most q, and induction on k gives the bound. If 0 < a < 2/(1+K), both ends of the interval lie strictly between −1 and 1, so q < 1 and m_k → 0.

Now let a(1+K) > 2, which with K ≥ 0 forces a > 0. Write f(m) for the updated value and c = a(1+K) − 2 > 0. Then f(0) = 0 and f′(0) = 1 − a(1+K) = −(1 + c). By the definition of the derivative, |f(x) − f′(0) x| ≤ c|x| for all x close enough to 0, hence

|f(x)| ≥ (1 + c)|x| − c|x| = |x|.

Suppose that a run converges to L. By continuity L = f(L) = (1 − a − a s)L, so a(1 + s)L = 0 and L = 0. From some step N on, the iterates are in the region where the size cannot decrease, so |m_k| ≥ |m_N| for k ≥ N. Since m_k → 0, it follows that m_N = 0. Conversely, a run that reaches 0 stays there.

For a = 1 the condition a(1+K) > 2 reads K > 1. Since tanh vanishes only at 0, a nonzero start never reaches 0, and the undamped run has no limit.

## The Lean file

```lean
import Mathlib

open Filter Topology

namespace DampedAntiferromagnet

noncomputable section

/-- One damped mean-field update of the magnetization `m`, with reduced antiferromagnetic
coupling `K` and mixing parameter `a`. -/
def dampedStep (K a m : ℝ) : ℝ := (1 - a) * m - a * Real.tanh (K * m)

/-- The derivative of `tanh` at `x` is `1 - tanh² x`. -/
theorem tanh_deriv (x : ℝ) : HasDerivAt Real.tanh (1 - Real.tanh x ^ 2) x := by
  have hc : Real.cosh x ≠ 0 := (Real.cosh_pos x).ne'
  have h := (Real.hasDerivAt_sinh x).fun_div (Real.hasDerivAt_cosh x) hc
  have e : Real.tanh = fun y => Real.sinh y / Real.cosh y :=
    funext Real.tanh_eq_sinh_div_cosh
  rw [e]
  refine h.congr_deriv ?_
  show _ = 1 - (Real.sinh x / Real.cosh x) ^ 2
  rw [div_pow, eq_sub_iff_add_eq, ← add_div, div_eq_one_iff_eq (pow_ne_zero 2 hc)]
  ring

/-- For `K ≥ 0` and every real `m`, `tanh (K * m)` equals `s * m` for some `s` between `0` and `K`.
-/
theorem effective_coupling {K : ℝ} (hK : 0 ≤ K) (m : ℝ) :
    ∃ s, 0 ≤ s ∧ s ≤ K ∧ Real.tanh (K * m) = s * m := by
  -- `x - tanh x` is monotone because its derivative is `tanh² x`
  have hd : ∀ x : ℝ, HasDerivAt (fun y => y - Real.tanh y) (Real.tanh x ^ 2) x := fun x =>
    ((hasDerivAt_id' x).fun_sub (tanh_deriv x)).congr_deriv (by ring)
  have hmono : Monotone (fun y : ℝ => y - Real.tanh y) :=
    monotone_of_deriv_nonneg (fun x => (hd x).differentiableAt)
      (fun x => by rw [(hd x).deriv]; positivity)
  have key : ∀ x : ℝ, ∃ r, 0 ≤ r ∧ r ≤ 1 ∧ Real.tanh x = r * x := by
    intro x
    rcases lt_trichotomy x 0 with hx | hx | hx
    · have h1 : x - Real.tanh x ≤ 0 - Real.tanh 0 := hmono hx.le
      rw [Real.tanh_zero] at h1
      have h2 : Real.tanh x ≤ 0 := by
        rw [Real.tanh_eq_sinh_div_cosh]
        exact div_nonpos_of_nonpos_of_nonneg (Real.sinh_nonpos_iff.2 hx.le)
          (Real.cosh_pos x).le
      exact ⟨Real.tanh x / x, div_nonneg_of_nonpos h2 hx.le,
        (div_le_one_of_neg hx).2 (by linarith), (div_mul_cancel₀ _ hx.ne).symm⟩
    · exact ⟨0, le_rfl, zero_le_one, by rw [hx, Real.tanh_zero, mul_zero]⟩
    · have h1 : 0 - Real.tanh 0 ≤ x - Real.tanh x := hmono hx.le
      rw [Real.tanh_zero] at h1
      have h2 : 0 ≤ Real.tanh x := by
        rw [Real.tanh_eq_sinh_div_cosh]
        exact div_nonneg (Real.sinh_nonneg_iff.2 hx.le) (Real.cosh_pos x).le
      exact ⟨Real.tanh x / x, div_nonneg h2 hx.le,
        (div_le_one₀ hx).2 (by linarith), (div_mul_cancel₀ _ hx.ne').symm⟩
  obtain ⟨r, h0, h1, hr⟩ := key (K * m)
  exact ⟨r * K, mul_nonneg h0 hK, mul_le_of_le_one_left hK h1, by rw [hr]; ring⟩

/-- After `k` damped updates the magnetization is bounded by its initial size times the
`k`-th power of the larger of `|1 - a(1+K)|` and `|1 - a|`. -/
theorem geometric_bound {K a : ℝ} (hK : 0 ≤ K) (ha : 0 ≤ a) {m : ℕ → ℝ}
    (hm : ∀ k, m (k + 1) = dampedStep K a (m k)) (k : ℕ) :
    |m k| ≤ (max |1 - a * (1 + K)| |1 - a|) ^ k * |m 0| := by
  induction k with
  | zero => simp
  | succ k ih =>
    obtain ⟨s, h0, h1, hs⟩ := effective_coupling hK (m k)
    have e : m (k + 1) = (1 - a - a * s) * m k := by
      rw [hm, dampedStep, hs]; ring
    have hq : |1 - a - a * s| ≤ max |1 - a * (1 + K)| |1 - a| :=
      abs_le_max_abs_abs (by nlinarith [mul_le_mul_of_nonneg_left h1 ha])
        (by nlinarith [mul_nonneg ha h0])
    rw [e, abs_mul, pow_succ', mul_assoc]
    exact mul_le_mul hq ih (abs_nonneg _) ((abs_nonneg _).trans hq)

/-- For `K ≥ 0` and `0 < a < 2/(1+K)` the damped iteration converges to zero magnetization from
every real start. -/
theorem damped_converges {K a : ℝ} (hK : 0 ≤ K) (ha : 0 < a) (haK : a < 2 / (1 + K))
    {m : ℕ → ℝ} (hm : ∀ k, m (k + 1) = dampedStep K a (m k)) :
    Tendsto m atTop (𝓝 0) := by
  have hlt : a * (1 + K) < 2 := (lt_div_iff₀ (by linarith)).1 haK
  have haK0 : 0 ≤ a * K := mul_nonneg ha.le hK
  have hq : max |1 - a * (1 + K)| |1 - a| < 1 :=
    max_lt (abs_lt.2 ⟨by linarith, by nlinarith⟩) (abs_lt.2 ⟨by nlinarith, by linarith⟩)
  have hq0 : 0 ≤ max |1 - a * (1 + K)| |1 - a| := (abs_nonneg _).trans (le_max_left _ _)
  have hlim := (tendsto_pow_atTop_nhds_zero_of_lt_one hq0 hq).mul_const |m 0|
  rw [zero_mul] at hlim
  exact squeeze_zero_norm (fun k => geometric_bound hK ha.le hm k) hlim

/-- If `a(1+K) > 2`, an update does not reduce the size of any sufficiently small
magnetization. -/
theorem small_not_reduced {K a : ℝ} (h : 2 < a * (1 + K)) :
    ∀ᶠ x in 𝓝 (0 : ℝ), |x| ≤ |dampedStep K a x| := by
  have h1 : HasDerivAt (fun m : ℝ => K * m) K 0 :=
    ((hasDerivAt_id' (0 : ℝ)).const_mul K).congr_deriv (mul_one K)
  have h2 : HasDerivAt (fun m : ℝ => Real.tanh (K * m))
      ((1 - Real.tanh (K * 0) ^ 2) * K) 0 := (tanh_deriv (K * 0)).comp (0 : ℝ) h1
  have h3 : HasDerivAt (dampedStep K a) (1 - a * (1 + K)) 0 :=
    (((hasDerivAt_id' (0 : ℝ)).const_mul (1 - a)).fun_sub (h2.const_mul a)).congr_deriv
      (by rw [mul_zero, Real.tanh_zero]; ring)
  have hc : 0 < a * (1 + K) - 2 := by linarith
  -- the linear part stretches by `a(1+K) - 1 > 1`, and the remainder is small
  filter_upwards [(hasDerivAt_iff_isLittleO.1 h3).def hc] with x hx
  have f0 : dampedStep K a 0 = 0 := by simp [dampedStep]
  rw [f0] at hx
  simp only [sub_zero, smul_eq_mul, Real.norm_eq_abs] at hx
  rw [abs_sub_comm (dampedStep K a x)] at hx
  have h4 : |x * (1 - a * (1 + K))| = |x| * (a * (1 + K) - 1) := by
    rw [abs_mul, abs_of_neg (by linarith : 1 - a * (1 + K) < 0)]; ring
  have h5 := abs_sub_abs_le_abs_sub (x * (1 - a * (1 + K))) (dampedStep K a x)
  rw [h4] at h5
  nlinarith

/-- If `K ≥ 0` and `a(1+K) > 2`, the iteration converges exactly when the magnetization vanishes
after finitely many steps. -/
theorem converges_iff_hits_zero {K a : ℝ} (hK : 0 ≤ K) (h : 2 < a * (1 + K))
    {m : ℕ → ℝ} (hm : ∀ k, m (k + 1) = dampedStep K a (m k)) :
    (∃ L, Tendsto m atTop (𝓝 L)) ↔ ∃ k, m k = 0 := by
  constructor
  · rintro ⟨L, hL⟩
    have ha : 0 < a := by
      by_contra hn
      nlinarith [mul_nonneg (neg_nonneg.2 (not_lt.1 hn)) (by linarith : 0 ≤ 1 + K)]
    have ht : Continuous Real.tanh :=
      continuous_iff_continuousAt.2 fun x => (tanh_deriv x).continuousAt
    have hcont : Continuous (dampedStep K a) :=
      (continuous_const.mul continuous_id).sub
        (continuous_const.mul (ht.comp (continuous_const.mul continuous_id)))
    -- a limit is a fixed point, and the only fixed point is zero
    have hs1 : Tendsto (fun k => m (k + 1)) atTop (𝓝 L) :=
      (tendsto_add_atTop_iff_nat 1).2 hL
    have hs2 : Tendsto (fun k => m (k + 1)) atTop (𝓝 (dampedStep K a L)) := by
      simp only [hm]
      exact (hcont.tendsto L).comp hL
    have hfix := tendsto_nhds_unique hs1 hs2
    obtain ⟨s, h0, -, hs⟩ := effective_coupling hK L
    rw [dampedStep, hs] at hfix
    have hprod : (a * (1 + s)) * L = 0 := by linear_combination hfix
    have hL0 : L = 0 := (mul_eq_zero.1 hprod).resolve_left (by positivity)
    rw [hL0] at hL
    -- from some step on the size cannot decrease, so it must already be zero
    obtain ⟨N, hN⟩ := eventually_atTop.1 (hL.eventually (small_not_reduced h))
    have hge : ∀ k, N ≤ k → |m N| ≤ |m k| := by
      intro k hk
      induction k, hk using Nat.le_induction with
      | base => exact le_rfl
      | succ k hk ih => exact ih.trans (by rw [hm k]; exact hN k hk)
    have hle : |m N| ≤ |(0 : ℝ)| :=
      ge_of_tendsto hL.abs (eventually_atTop.2 ⟨N, hge⟩)
    rw [abs_zero] at hle
    exact ⟨N, abs_eq_zero.1 (le_antisymm hle (abs_nonneg _))⟩
  · rintro ⟨N, hN⟩
    have hz : ∀ k, N ≤ k → m k = 0 := by
      intro k hk
      induction k, hk using Nat.le_induction with
      | base => exact hN
      | succ k hk ih => rw [hm, ih]; simp [dampedStep]
    exact ⟨0, tendsto_const_nhds.congr'
      (eventually_atTop.2 ⟨N, fun k hk => (hz k hk).symm⟩)⟩

/-- For `K > 1` the undamped antiferromagnetic iteration converges from no nonzero start,
while the damped one converges to zero from every real start if `0 < a < 2/(1+K)`. -/
theorem damping_cures_oscillation {K : ℝ} (hK : 1 < K) :
    (∀ m : ℕ → ℝ, m 0 ≠ 0 → (∀ k, m (k + 1) = -Real.tanh (K * m k)) →
      ¬ ∃ L, Tendsto m atTop (𝓝 L)) ∧
    (∀ a, 0 < a → a < 2 / (1 + K) → ∀ m : ℕ → ℝ,
      (∀ k, m (k + 1) = (1 - a) * m k - a * Real.tanh (K * m k)) →
      Tendsto m atTop (𝓝 0)) := by
  have hK0 : 0 < K := by linarith
  refine ⟨fun m h0 hm hconv => ?_, fun a ha haK m hm => damped_converges hK0.le ha haK hm⟩
  -- the undamped update is the case `a = 1`, and it never reaches zero
  have hne : ∀ k, m k ≠ 0 := by
    intro k
    induction k with
    | zero => exact h0
    | succ k ih =>
      rw [hm, Real.tanh_eq_sinh_div_cosh]
      exact neg_ne_zero.2 (div_ne_zero
        (fun hz => mul_ne_zero hK0.ne' ih (Real.sinh_eq_zero.1 hz)) (Real.cosh_pos _).ne')
  have hstep : ∀ k, m (k + 1) = dampedStep K 1 (m k) := by
    intro k
    rw [hm, dampedStep]; ring
  obtain ⟨k, hk⟩ := (converges_iff_hits_zero hK0.le (by linarith) hstep).1 hconv
  exact hne k hk

end

end DampedAntiferromagnet
```

```lean
#print axioms DampedAntiferromagnet.converges_iff_hits_zero
#print axioms DampedAntiferromagnet.damping_cures_oscillation
```

```
'DampedAntiferromagnet.converges_iff_hits_zero' depends on axioms: [propext, Classical.choice, Quot.sound]
'DampedAntiferromagnet.damping_cures_oscillation' depends on axioms: [propext, Classical.choice, Quot.sound]
```

## How the theorems express the loop

A run is a sequence `m : ℕ → ℝ` with start `m 0`, and the hypothesis `hm` says that it obeys the recursion at every step. `Tendsto m atTop (𝓝 L)` means that m_k converges to L. The final theorem, `damping_cures_oscillation`, assumes K > 1 and joins the two claims: no limit for an undamped run with `m 0 ≠ 0`, and limit 0 for every damped run with a in the stated range.

`tanh_deriv` and `effective_coupling` supply the derivative and the factor s; the latter treats negative, zero and positive arguments separately. `geometric_bound` is the induction, with `abs_le_max_abs_abs` bounding the factor by q. `damped_converges` proves q < 1 and squeezes |m_k| between 0 and q^k |m_0|.

`small_not_reduced` is the stretching estimate, with "sufficiently small" written as `∀ᶠ x in 𝓝 (0 : ℝ)`. `converges_iff_hits_zero` uses uniqueness of limits to obtain L = f(L), then passes |m N| ≤ |m k| to the limit. The last theorem applies it with a = 1.

## What a code can and cannot take from this

The convergence guarantee is global in the start value and holds for every K ≥ 0 and 0 < a < 2/(1+K), but it concerns exact real numbers. Rounding and stopping criteria do not enter. The theorems here do not treat convergence in the case a(1+K) = 2. Above the threshold they exclude convergence for every run that never reaches 0 exactly, without saying what such a run does instead.

The model has one magnetization shared by all sites, with K fixed during the run. The limit 0 is the unmagnetized solution. On a lattice with two sublattices, where all neighbours of a site lie on the other sublattice, mean-field theory for K > 1 also has a staggered solution with opposite magnetizations, which a uniform iteration cannot represent. An iteration that lets the sublattice magnetizations differ can represent it, and the threshold above is not a statement about such an iteration.
